# Selecting among M fixed models on N independent validation points: a bound on the excess risk

Choose, from $M$ fixed models, the one with the lowest mean loss on $N>0$ independent validation points drawn from a common distribution. If all losses lie in $[0,1]$ and $e>0$, the true risk of the chosen model exceeds the best true risk in the family by $2e$ or more with probability at most

$$\frac{M}{4Ne^2}.$$

Here the true risk is the expected loss on a fresh point, and $e$ is a tolerance, often written $\varepsilon$. The question arises when several fitted interatomic potentials are compared on held-out reference energies; the bound applies if the held-out configurations are independent draws from a common distribution, if the potentials were fixed independently of the held-out configurations and their energies, and if the absolute error is capped at some positive maximum and divided by it, so that the loss lies in $[0,1]$.

## From the scatter of one mean to the risk of the chosen model

Let $P$ be the distribution of a data point $z$, for instance a configuration with its reference energy. Let $f_k(z)$ be the loss of model $k$, with variance $\sigma_k^2$ under $P$. For a validation set $d=(d_i)$ of $N$ points, define

$$R_k=\int f_k\,dP,\qquad \hat R_k(d)=\frac1N\sum_i f_k(d_i).$$

Each $d_i$ has distribution $P$, so linearity gives $\mathbb E\,\hat R_k=\frac1N\,N R_k=R_k$. Independence removes the covariances:

$$\operatorname{Var}\hat R_k=\frac1{N^2}\sum_i\operatorname{Var}f_k(d_i)=\frac{\sigma_k^2}{N}.$$

Wherever $|\hat R_k-R_k|\ge e$, the square $(\hat R_k-R_k)^2$ is at least $e^2$. Taking expectations gives Chebyshev's inequality,

$$\Pr\big(|\hat R_k-R_k|\ge e\big)\le\frac{\sigma_k^2}{Ne^2}.$$

The probability that at least one model deviates this far is at most the sum over $k$, namely $\sum_k\sigma_k^2/(Ne^2)$.

Suppose now that no model deviates by $e$ or more. Let $s$ be the selected model and $k$ one of lowest true risk. Then

$$R_s<\hat R_s+e\le\hat R_k+e<R_k+2e.$$

The middle step is the selection rule. An excess of $2e$ or more therefore requires a large deviation somewhere, and has probability at most $\sum_k\sigma_k^2/(Ne^2)$.

For a loss in $[0,1]$, $|f_k-\tfrac12|\le\tfrac12$, hence

$$\sigma_k^2=\mathbb E(f_k-\tfrac12)^2-(R_k-\tfrac12)^2\le\tfrac14.$$

Summing over the $M$ models gives the stated bound. It is at most $\delta>0$ once $N\ge M/(4e^2\delta)$. With $M=10$ and $e=\delta=0.05$ this asks for 20,000 points.

At $N=1$ the bound carries no information: for $e>\tfrac12$ the event is impossible anyway, and for $e\le\tfrac12$ the bound is at least $M\ge1$. For larger $N$, replacing Chebyshev's inequality by Hoeffding's in the same argument gives $2M\exp(-2Ne^2)$, which needs about 1,200 points in the example; the Lean development below keeps to Chebyshev.

## Validation sets, risks and selectors in Lean

The type `Z` holds the data points and `ι` labels the models.

```lean
import Mathlib

open MeasureTheory ProbabilityTheory

namespace ValidationSelection

noncomputable section

variable {Z ι : Type*} [MeasurableSpace Z] {N : ℕ}
```

A validation set is a function `Fin N → Z`. Its law is the product measure, which encodes both independence and the common distribution.

```lean
/-- The law of a validation set of `N` independent points, each distributed as `P`. -/
abbrev sampling (P : Measure Z) (N : ℕ) : Measure (Fin N → Z) :=
  Measure.pi (fun _ => P)
```

The two risks are $R_k$ and $\hat R_k$. The second is usually called the empirical risk.

```lean
/-- The true risk of a model: its expected loss on a fresh point, for an integrable loss. -/
def trueRisk (P : Measure Z) (f : Z → ℝ) : ℝ := ∫ z, f z ∂P

/-- The validation risk of a model: its mean loss on the `N > 0` points of the set `d`. -/
def validationRisk (f : Z → ℝ) (d : Fin N → Z) : ℝ := (∑ i, f (d i)) / N
```

For a finite, nonempty family the infimum below is attained, so it is the minimum of the $R_k$.

```lean
/-- The lowest true risk in a finite, nonempty family of models. -/
def bestRisk (P : Measure Z) (loss : ι → Z → ℝ) : ℝ := ⨅ k, trueRisk P (loss k)
```

A selector `s` maps each validation set to a model of lowest validation risk. Ties may be broken in any way. The type `ι → Z → ℝ` of `loss` leaves no room for dependence on `d`: this is the sense in which the models are fixed.

```lean
/-- A selection rule that always returns a model of lowest validation risk. -/
def IsSelector (loss : ι → Z → ℝ) (s : (Fin N → Z) → ι) : Prop :=
  ∀ d k, validationRisk (loss (s d)) d ≤ validationRisk (loss k) d
```

Such a rule exists because a finite, nonempty family of numbers has a minimum; `choose` picks a minimiser for every `d`.

```lean
omit [MeasurableSpace Z] in
/-- Every finite, nonempty family of models has a rule selecting the lowest validation risk. -/
theorem exists_selector [Finite ι] [Nonempty ι] (loss : ι → Z → ℝ) :
    ∃ s : (Fin N → Z) → ι, IsSelector loss s := by
  choose s hs using fun d : Fin N → Z =>
    Finite.exists_min (fun k => validationRisk (loss k) d)
  exact ⟨s, hs⟩
```

## Mean and variance of the validation risk

The next lemma writes the validation risk as $N^{-1}$ times a sum of random variables, the form that the variance calculation needs.

```lean
omit [MeasurableSpace Z] in
/-- The validation risk, as a random variable, is a rescaled sum of single-point losses. -/
lemma validationRisk_eq (f : Z → ℝ) :
    (validationRisk f : (Fin N → Z) → ℝ) =
      (N : ℝ)⁻¹ • ∑ i, fun d : Fin N → Z => f (d i) := by
  funext d
  simp [validationRisk, div_eq_inv_mul]
```

For the mean, `measurePreserving_eval` says that each coordinate of the validation set has law `P`, and `integral_map` carries the expectation over to `P`. Linearity does the rest.

```lean
/-- For an integrable loss and `N > 0`, the validation risk is an unbiased estimate of the
true risk. -/
theorem validationRisk_mean (P : Measure Z) [IsProbabilityMeasure P] (hN : 0 < N)
    {f : Z → ℝ} (hf : Integrable f P) :
    ∫ d, validationRisk f d ∂(sampling P N) = trueRisk P f := by
  have hp := fun i : Fin N => measurePreserving_eval (fun _ : Fin N => P) i
  have hint : ∀ i : Fin N, Integrable (fun d : Fin N → Z => f (d i)) (sampling P N) :=
    fun i => ((hp i).integrable_comp hf.aestronglyMeasurable).2 hf
  -- each validation point has the law `P`
  have hmean : ∀ i : Fin N, ∫ d, f (d i) ∂(sampling P N) = trueRisk P f := by
    intro i
    have h := integral_map (f := f) (hp i).measurable.aemeasurable
      (by rw [(hp i).map_eq]; exact hf.aestronglyMeasurable)
    rw [(hp i).map_eq] at h
    exact h.symm
  have hN' : (N : ℝ) ≠ 0 := by exact_mod_cast hN.ne'
  simp only [validationRisk]
  rw [integral_div, integral_finsetSum _ (fun i _ => hint i),
    Finset.sum_congr rfl (fun i _ => hmean i), Finset.sum_const, Finset.card_univ,
    Fintype.card_fin, nsmul_eq_mul, mul_div_cancel_left₀ _ hN']
```

The variance needs a square-integrable loss, written `MemLp f 2 P`. The coordinates are independent by `iIndepFun_pi`, `IndepFun.variance_sum` adds their variances, and `variance_smul` supplies the factor $N^{-2}$.

```lean
/-- For a square-integrable loss and `N > 0`, the variance of the validation risk is the
variance of the loss at one point divided by `N`. -/
theorem validationRisk_variance (P : Measure Z) [IsProbabilityMeasure P] (hN : 0 < N)
    {f : Z → ℝ} (hf : MemLp f 2 P) :
    variance (validationRisk f) (sampling P N) = variance f P / N := by
  have hp := fun i : Fin N => measurePreserving_eval (fun _ : Fin N => P) i
  have hm : AEMeasurable f P := hf.aestronglyMeasurable.aemeasurable
  have hind : iIndepFun (fun (i : Fin N) (d : Fin N → Z) => f (d i)) (sampling P N) :=
    iIndepFun_pi (μ := fun _ : Fin N => P) (X := fun _ => f) (fun _ => hm)
  have hvar : ∀ i : Fin N,
      variance (fun d : Fin N → Z => f (d i)) (sampling P N) = variance f P := by
    intro i
    have h := variance_map (X := f) (by rw [(hp i).map_eq]; exact hm)
      (hp i).measurable.aemeasurable
    rw [(hp i).map_eq] at h
    exact h.symm
  have hN' : (N : ℝ) ≠ 0 := by exact_mod_cast hN.ne'
  have hmem : ∀ i : Fin N, MemLp (fun d : Fin N → Z => f (d i)) 2 (sampling P N) :=
    fun i => hf.comp_measurePreserving (hp i)
  -- independence removes the covariances
  rw [validationRisk_eq, variance_smul,
    IndepFun.variance_sum (fun i _ => hmem i)
      (fun i _ j _ hij => hind.indepFun hij),
    Finset.sum_congr rfl (fun i _ => hvar i), Finset.sum_const, Finset.card_univ,
    Fintype.card_fin, nsmul_eq_mul]
  field_simp
```

## All models at once, then the selected one

In the following proof `hone` is Chebyshev's inequality for one model, with the mean and variance just found inserted. The event "some model deviates" is then rewritten as a union, whose probability is at most the sum.

```lean
/-- For finitely many models with square-integrable losses, `N > 0` and `e > 0`, the
probability that some model's validation risk is off by `e` or more is at most the summed
loss variances over `N e²`. -/
theorem uniform_deviation [Fintype ι] (P : Measure Z) [IsProbabilityMeasure P] (hN : 0 < N)
    {loss : ι → Z → ℝ} (hL : ∀ k, MemLp (loss k) 2 P) {e : ℝ} (he : 0 < e) :
    (sampling P N).real {d | ∃ k, e ≤ |validationRisk (loss k) d - trueRisk P (loss k)|}
      ≤ (∑ k, variance (loss k) P) / (N * e ^ 2) := by
  -- Chebyshev's inequality for one model
  have hone : ∀ k, (sampling P N).real
      {d | e ≤ |validationRisk (loss k) d - trueRisk P (loss k)|}
        ≤ variance (loss k) P / (N * e ^ 2) := by
    intro k
    have hmem : MemLp (validationRisk (loss k)) 2 (sampling P N) := by
      rw [validationRisk_eq]
      exact (memLp_finsetSum' _ (fun i _ => (hL k).comp_measurePreserving
        (measurePreserving_eval (fun _ : Fin N => P) i))).const_smul _
    have h := meas_ge_le_variance_div_sq hmem he
    rw [validationRisk_mean P hN ((hL k).integrable (by norm_num)),
      validationRisk_variance P hN (hL k), div_div] at h
    exact ENNReal.toReal_le_of_le_ofReal
      (div_nonneg (variance_nonneg _ _) (by positivity)) h
  -- union bound over the models
  rw [Set.ofPred_exists, Finset.sum_div]
  exact (measureReal_iUnion_fintype_le _).trans (Finset.sum_le_sum fun k _ => hone k)
```

The chain of inequalities for $R_s$ involves no probability. Here `hs d k` is its middle step, and `linarith` joins it to the two deviation bounds.

```lean
/-- If every validation risk in a finite family is within less than `e` of the true risk, the
selected model's true risk is less than `2e` above the best. -/
theorem selected_risk_lt [Finite ι] (P : Measure Z) {loss : ι → Z → ℝ}
    {s : (Fin N → Z) → ι} (hs : IsSelector loss s) {d : Fin N → Z} {e : ℝ}
    (h : ∀ k, |validationRisk (loss k) d - trueRisk P (loss k)| < e) :
    trueRisk P (loss (s d)) < bestRisk P loss + 2 * e := by
  have : Nonempty ι := ⟨s d⟩
  obtain ⟨k, hk⟩ := exists_eq_ciInf_of_finite (f := fun k => trueRisk P (loss k))
  have hb : trueRisk P (loss k) = bestRisk P loss := hk
  have h1 := abs_lt.1 (h (s d))
  have h2 := abs_lt.1 (h k)
  linarith [hs d k, h1.1, h2.2]
```

The probability bound follows by contraposition: every `d` in the bad event has a large deviation, so the bad event is contained in the earlier one. Since `s` need not be measurable, this event need not be either; `.real` then denotes its outer measure, as a real number, and the bound still holds. Losses may be unbounded here.

```lean
/-- For finitely many models with square-integrable losses, `N > 0` and `e > 0`, the selected
model is worse than the best by `2e` or more with probability at most the summed loss
variances over `N e²`. -/
theorem selection_variance_bound [Fintype ι] (P : Measure Z) [IsProbabilityMeasure P]
    (hN : 0 < N) {loss : ι → Z → ℝ} (hL : ∀ k, MemLp (loss k) 2 P)
    {s : (Fin N → Z) → ι} (hs : IsSelector loss s) {e : ℝ} (he : 0 < e) :
    (sampling P N).real {d | bestRisk P loss + 2 * e ≤ trueRisk P (loss (s d))}
      ≤ (∑ k, variance (loss k) P) / (N * e ^ 2) := by
  refine (measureReal_mono ?_).trans (uniform_deviation P hN hL he)
  intro d hd
  by_contra hc
  simp only [Set.mem_ofPred_eq, not_exists, not_le] at hc
  exact not_lt_of_ge hd (selected_risk_lt P hs hc)
```

## Losses in the unit interval

The number $M$ appears as `Fintype.card ι`. The proof obtains square-integrability from boundedness, takes the variance bound $\tfrac14$ from `variance_le_sq_of_bounded`, and sums over the models. The event includes equality, so the bound also holds for an excess of more than $2e$.

```lean
/-- For `M` fixed models with measurable losses in `[0,1]`, `N > 0` independent validation
points and `e > 0`, the selected model's true risk exceeds the best by `2e` or more with
probability at most `M / (4 N e²)`. -/
theorem selection_bound [Fintype ι] (P : Measure Z) [IsProbabilityMeasure P]
    (hN : 0 < N) {loss : ι → Z → ℝ} (hm : ∀ k, Measurable (loss k))
    (hb : ∀ k z, loss k z ∈ Set.Icc (0 : ℝ) 1)
    {s : (Fin N → Z) → ι} (hs : IsSelector loss s) {e : ℝ} (he : 0 < e) :
    (sampling P N).real {d | bestRisk P loss + 2 * e ≤ trueRisk P (loss (s d))}
      ≤ Fintype.card ι / (4 * N * e ^ 2) := by
  have hL : ∀ k, MemLp (loss k) 2 P := fun k =>
    MemLp.of_bound (hm k).aestronglyMeasurable 1 (Filter.Eventually.of_forall fun z => by
      rw [Real.norm_eq_abs, abs_of_nonneg (hb k z).1]
      exact (hb k z).2)
  -- a variable confined to `[0,1]` has variance at most `1/4`
  have hv : ∀ k, variance (loss k) P ≤ 1 / 4 := fun k =>
    (variance_le_sq_of_bounded (Filter.Eventually.of_forall (hb k))
      (hm k).aemeasurable).trans (by norm_num)
  have hsum : ∑ k, variance (loss k) P ≤ Fintype.card ι * (1 / 4) := by
    refine (Finset.sum_le_sum fun k _ => hv k).trans (le_of_eq ?_)
    rw [Finset.sum_const, Finset.card_univ, nsmul_eq_mul]
  calc _ ≤ (∑ k, variance (loss k) P) / (N * e ^ 2) :=
        selection_variance_bound P hN hL hs he
    _ ≤ (Fintype.card ι * (1 / 4)) / (N * e ^ 2) :=
        div_le_div_of_nonneg_right hsum (by positivity)
    _ = Fintype.card ι / (4 * N * e ^ 2) := by
        rw [mul_one_div, div_div, mul_assoc]
```

Solving for $N$ gives the sufficient size of the validation set.

```lean
/-- For `M` fixed models with measurable losses in `[0,1]` and `e, δ > 0`, a validation set of
`N > 0` independent points with `N ≥ M / (4 e² δ)` keeps the probability that the selected
model's true risk exceeds the best by `2e` or more at or below `δ`. -/
theorem sufficient_validation_size [Fintype ι] (P : Measure Z) [IsProbabilityMeasure P]
    (hN : 0 < N) {loss : ι → Z → ℝ} (hm : ∀ k, Measurable (loss k))
    (hb : ∀ k z, loss k z ∈ Set.Icc (0 : ℝ) 1)
    {s : (Fin N → Z) → ι} (hs : IsSelector loss s) {e δ : ℝ} (he : 0 < e) (hδ : 0 < δ)
    (hsize : Fintype.card ι / (4 * e ^ 2 * δ) ≤ (N : ℝ)) :
    (sampling P N).real {d | bestRisk P loss + 2 * e ≤ trueRisk P (loss (s d))} ≤ δ := by
  refine (selection_bound P hN hm hb hs he).trans ?_
  have hN' : (0 : ℝ) < N := by exact_mod_cast hN
  rw [div_le_iff₀ (by positivity)] at hsize ⊢
  linarith

end

end ValidationSelection
```

```lean
#print axioms ValidationSelection.exists_selector
#print axioms ValidationSelection.selection_bound
#print axioms ValidationSelection.sufficient_validation_size
```

```
'ValidationSelection.exists_selector' depends on axioms: [propext, Classical.choice, Quot.sound]
'ValidationSelection.selection_bound' depends on axioms: [propext, Classical.choice, Quot.sound]
'ValidationSelection.sufficient_validation_size' depends on axioms: [propext, Classical.choice, Quot.sound]
```

Two assumptions have to be judged for each data set. The measure `sampling P N` makes the validation points independent, whereas successive frames of a molecular dynamics trajectory are generally correlated. The true risk is an expectation under the same `P` that generates the validation points, so the bound does not cover configurations met in use that follow another distribution.
